# The Boltzmann-like factors exp(−ny), n ≥ 1, sum to 1/(exp y − 1) for y > 0

For a real number y > 0, the declaration states that the series of exp(−(n+1)y) over the natural numbers n, starting from zero, converges to 1/(exp y − 1). This has the form of the Bose–Einstein mean occupation if y is read as a mode's energy, measured from the chemical potential, divided by the thermal energy; the statement itself concerns only the real series and assumes no particular physical system. The attempt takes the geometric series with ratio exp(−y), which is less than 1, and multiplies it by exp(−y). It then rewrites the resulting sum in the desired closed form and matches the series term by term.

The first attempt, which Lean rejects:

```lean
import Mathlib

open Filter Topology

namespace HasSumExp

noncomputable section

/-- For `y > 0` the Boltzmann-like factors `exp(-n y)`, `n ≥ 1`, add up to
`1 / (exp y - 1)`. -/
theorem hasSum_exp {y : ℝ} (hy : 0 < y) :
    HasSum (fun n : ℕ => Real.exp (-(((n : ℝ) + 1) * y))) (1 / (Real.exp y - 1)) := by
  have h1 : Real.exp (-y) < 1 := Real.exp_lt_one (by linarith)
  have h := (hasSum_geometric_of_lt_one (Real.exp_pos (-y)).le h1).mul_left (Real.exp (-y))
  have hv : Real.exp (-y) * (1 - Real.exp (-y))⁻¹ = 1 / (Real.exp y - 1) := by
    have e : 1 - Real.exp (-y) = Real.exp (-y) * (Real.exp y - 1) := by
      rw [mul_sub, ← Real.exp_add, neg_add_cancel, Real.exp_zero, mul_one]
    rw [e, mul_inv, ← mul_assoc, mul_inv_cancel₀ (Real.exp_ne_zero _), one_mul, one_div]
  rw [hv] at h
  refine h.congr_fun ?_ |> id
  intro n
  rw [← Real.exp_nat_mul, ← Real.exp_add]
  congr 1
  ring

end

end HasSumExp
```

Lean reports:

```
Main.lean:13:33: error(lean.unknownIdentifier): Unknown constant `Real.exp_lt_one`
```

Cause. The message says that Lean found no constant called `Real.exp_lt_one`. The attempt used that name to prove `Real.exp (-y) < 1`, the condition for the geometric series to converge. The inequality itself is true, since y is positive; only the lemma's name was wrong.

The repair uses `Real.exp_lt_one_iff`, which says that an exponential is less than 1 exactly when its exponent is negative. Its `.mpr` direction turns a proof of `-y < 0` into the required inequality, and the unchanged `by linarith` supplies that proof from `hy`.

The diff also rewrites the ending. Instead of using `h.congr_fun`, it first proves that the two summand functions are equal, by `funext` and the same algebra as before, then rewrites the goal with that equality and closes it with `h`. No message complains about the old ending, so as far as the messages show, this change is mere tidying.

As a diff, the version that Lean accepts:

```diff
@@ -11,5 +11,5 @@
 theorem hasSum_exp {y : ℝ} (hy : 0 < y) :
     HasSum (fun n : ℕ => Real.exp (-(((n : ℝ) + 1) * y))) (1 / (Real.exp y - 1)) := by
-  have h1 : Real.exp (-y) < 1 := Real.exp_lt_one (by linarith)
+  have h1 : Real.exp (-y) < 1 := Real.exp_lt_one_iff.mpr (by linarith)
   have h := (hasSum_geometric_of_lt_one (Real.exp_pos (-y)).le h1).mul_left (Real.exp (-y))
   have hv : Real.exp (-y) * (1 - Real.exp (-y))⁻¹ = 1 / (Real.exp y - 1) := by
@@ -18,9 +18,12 @@
     rw [e, mul_inv, ← mul_assoc, mul_inv_cancel₀ (Real.exp_ne_zero _), one_mul, one_div]
   rw [hv] at h
-  refine h.congr_fun ?_ |> id
-  intro n
-  rw [← Real.exp_nat_mul, ← Real.exp_add]
-  congr 1
-  ring
+  have e : (fun n : ℕ => Real.exp (-(((n : ℝ) + 1) * y))) =
+      fun n : ℕ => Real.exp (-y) * Real.exp (-y) ^ n := by
+    funext n
+    rw [← Real.exp_nat_mul, ← Real.exp_add]
+    congr 1
+    ring
+  rw [e]
+  exact h
 
 end
```
